# Longitudinal and transverse deformation-potential coupling of a uniaxial valley, with mean squares over direction

## A shear wave at 45° to the valley axis

Take a conduction-band valley with its axis along $z$, $a=(0,0,1)$, and a sound wave travelling along $n=(1,0,1)/\sqrt2$. Let it be polarised along $s=(1,0,-1)/\sqrt2$, which is perpendicular to $n$. Up to amplitude, wave number and the oscillating phase, its strain is

$$S=\tfrac12\,(n s^T+s n^T)=\tfrac12\,\mathrm{diag}(1,0,-1).$$

The trace is zero, so the wave changes no volume. It does alternately compress and stretch the crystal along the valley axis, since $a\cdot Sa=-\tfrac12$. A band edge that responds to stretching along its own axis therefore moves, although the wave is purely transverse. The other transverse polarisation, $t=(0,1,0)$, has the strain $\tfrac12(nt^T+tn^T)$. Its trace is zero, and it gives no stretch along $a$ because $a\cdot t=0$. A band edge that responds only to the volume change and to the stretch along its axis is not moved by this wave.

## The coupling and its two constants

For a general unit direction $n$ and polarisation $u$, a displacement wave of amplitude $A$ and wave number $q$ has strain $iqA\,S$ times the plane-wave phase, with $S=\tfrac12(nu^T+un^T)$. The band-edge shift, divided by $iqA$ and by the same phase, is

$$C(u)=\Xi_d\,\mathrm{tr}\,S+\Xi_u\,a\cdot Sa .$$

The dilatation constant $\Xi_d$ weighs the volume change, and the uniaxial constant $\Xi_u$ weighs the stretch along the unit valley axis $a$. Both are material parameters, taken as given.

Acoustic scattering rates contain $C^2$. Take a single non-degenerate valley with this linear coupling, purely longitudinal or transverse waves, and sound speeds that do not depend on direction and are equal for the two transverse waves. The averages below then supply the squared coupling constants for a transport simulation that replaces the angle-dependent $C^2$ by its mean over directions.

## The angular laws by hand

The trace of $nu^T$ is $n\cdot u$, and $a\cdot(nu^T)a=(a\cdot n)(u\cdot a)$. The transposed term gives the same values, so

$$C(u)=\Xi_d\,(n\cdot u)+\Xi_u\,(a\cdot n)(a\cdot u).$$

Write $c=a\cdot n$. A longitudinal wave has $u=n$, and hence

$$C(n)=\Xi_d+\Xi_u c^2 .$$

Let $s,t$ be transverse polarisations that complete $n$ to an orthonormal frame. Then $n\cdot s=n\cdot t=0$, the $\Xi_d$ term vanishes, and

$$C(s)^2+C(t)^2=\Xi_u^2c^2\left[(a\cdot s)^2+(a\cdot t)^2\right].$$

To evaluate the bracket, let $Q$ be the matrix with rows $n,s,t$. Orthonormality says $QQ^T=1$. As $Q$ is square, $Q^TQ=1$ too, which in components $i,j\in\{0,1,2\}$ reads

$$n_in_j+s_is_j+t_it_j=\delta_{ij}.$$

Multiplying by $a_ia_j$ and summing gives $(a\cdot n)^2+(a\cdot s)^2+(a\cdot t)^2=a\cdot a=1$. The bracket is $1-c^2$, so

$$C(s)^2+C(t)^2=\Xi_u^2c^2(1-c^2).$$

The distance from $\Xi_u^2/4$ is a perfect square:

$$\frac{\Xi_u^2}{4}-\Xi_u^2c^2(1-c^2)=\Xi_u^2\left(c^2-\tfrac12\right)^2 .$$

The transverse strength is thus at most $\Xi_u^2/4$, and for $\Xi_u\neq0$ it reaches this value exactly at $c^2=\tfrac12$, the 45° geometry of the first example. In the limits $c=0$ and $c=\pm1$ it vanishes: sound travelling across or along the valley axis couples only through its longitudinal part.

## Averaging over directions

Complete $a$ to an orthonormal frame $(e_1,e_2,a)$ and set

$$n=\sqrt{1-c^2}\,(\cos\varphi\,e_1+\sin\varphi\,e_2)+c\,a .$$

Then $a\cdot n=c$. Suitable polarisations exist everywhere, for instance

$$s=c\cos\varphi\,e_1+c\sin\varphi\,e_2-\sqrt{1-c^2}\,a,\qquad t=-\sin\varphi\,e_1+\cos\varphi\,e_2 .$$

Indeed $n\cdot n=(1-c^2)+c^2=1$, $s\cdot s=c^2+(1-c^2)=1$ and $t\cdot t=1$. Also $n\cdot s=c\sqrt{1-c^2}-c\sqrt{1-c^2}=0$, while in $n\cdot t$ and $s\cdot t$ the two products $\sin\varphi\cos\varphi$ cancel.

With $c=\cos\theta$ the solid-angle element is $dc\,d\varphi$. The azimuthal integral gives $2\pi$, so the mean of a function of $c$ alone is $\tfrac12\int_{-1}^1 f(c)\,dc$. Hence $\langle c^2\rangle=\tfrac13$ and $\langle c^4\rangle=\tfrac15$, and

$$\langle C(n)^2\rangle=\langle\Xi_d^2+2\Xi_d\Xi_uc^2+\Xi_u^2c^4\rangle=\Xi_d^2+\tfrac23\Xi_d\Xi_u+\tfrac15\Xi_u^2,$$

$$\langle C(s)^2+C(t)^2\rangle=\Xi_u^2\left(\tfrac13-\tfrac15\right)=\tfrac{2}{15}\Xi_u^2 .$$

The same argument gives a neighbouring sum rule, which the file below does not state. Adding all three polarisations cancels the quartic term and leaves $\Xi_d^2+(2\Xi_d\Xi_u+\Xi_u^2)c^2$, with mean $\Xi_d^2+\tfrac23\Xi_d\Xi_u+\tfrac13\Xi_u^2$.

## The physics as Lean objects

A vector is a `Vec`, a triple of real numbers, and `⬝ᵥ` is the ordinary dot product. `IsFrame n s t` lists the six orthonormality conditions and fixes no handedness. `strain n u` is the real symmetric matrix $S$, with the factor $\tfrac12$ of tensor strain, and `coupling Ξd Ξu a n u` is $C(u)$ as defined from that matrix.

`longitudinal_coupling` needs only a unit $n$. `transverse_coupling` and `transverse_coupling_max` need a unit axis, `a ⬝ᵥ a = 1`, and a frame `IsFrame n s t`. The constants may be any real numbers.

`direction e₁ e₂ a c φ` is the vector $n$ above, and `sphereMean` is the double integral over $c$ and $\varphi$ divided by $4\pi$. The area element $dc\,d\varphi$ is built into this definition. In `mean_squared_couplings`, the functions `s` and `t` choose polarisations separately at each direction. The choice need not be continuous, because only the sum of the two squares enters.

The model assumes that each wave is exactly longitudinal or transverse, which in an elastically anisotropic crystal generally holds only for special directions. It contains no screening, piezoelectric coupling or sound velocities. The average weights all phonon directions equally, whereas a momentum relaxation time also weights them by the electron's available final states and by the change of its momentum.

## The complete file

```lean
import Mathlib

open Matrix

namespace ValleyDeformationPotential

noncomputable section

/-- Vectors of three-dimensional space. -/
abbrev Vec := Fin 3 → ℝ

/-- Three vectors form an orthonormal frame. -/
structure IsFrame (n s t : Vec) : Prop where
  nn : n ⬝ᵥ n = 1
  ss : s ⬝ᵥ s = 1
  tt : t ⬝ᵥ t = 1
  ns : n ⬝ᵥ s = 0
  nt : n ⬝ᵥ t = 0
  st : s ⬝ᵥ t = 0

/-- For a displacement wave of amplitude `A` and wave number `q` along the unit vector `n`, with
polarisation `u`, the strain divided by `iqA` and by the plane-wave phase: the symmetric part of
`n uᵀ`. -/
def strain (n u : Vec) : Matrix (Fin 3) (Fin 3) ℝ :=
  (1 / 2 : ℝ) • (vecMulVec n u + vecMulVec u n)

/-- The deformation-potential coupling of a valley with unit axis `a`: dilatation constant `Ξd`
times the trace of the strain, plus uniaxial constant `Ξu` times the strain along `a`. -/
def coupling (Ξd Ξu : ℝ) (a n u : Vec) : ℝ :=
  Ξd * (strain n u).trace + Ξu * (a ⬝ᵥ (strain n u *ᵥ a))

/-- For an orthonormal frame `e₁`, `e₂`, `a`, the direction with polar cosine `c` (for `-1 ≤ c ≤ 1`)
about the axis `a` and azimuth `φ` measured from `e₁` towards `e₂`. -/
def direction (e₁ e₂ a : Vec) (c φ : ℝ) : Vec :=
  (Real.sqrt (1 - c ^ 2) * Real.cos φ) • e₁ + (Real.sqrt (1 - c ^ 2) * Real.sin φ) • e₂ + c • a

/-- The average over the unit sphere of a function of polar cosine and azimuth. -/
def sphereMean (f : ℝ → ℝ → ℝ) : ℝ :=
  1 / (4 * Real.pi) * ∫ φ in (0 : ℝ)..(2 * Real.pi), ∫ c in (-1 : ℝ)..1, f c φ

/-- The coupling depends on the wave only through the projections `n·u`, `a·n` and `a·u`. -/
theorem coupling_eq (Ξd Ξu : ℝ) (a n u : Vec) :
    coupling Ξd Ξu a n u = Ξd * (n ⬝ᵥ u) + Ξu * (a ⬝ᵥ n) * (a ⬝ᵥ u) := by
  simp [coupling, strain, Matrix.trace, Matrix.mulVec, dotProduct, vecMulVec_apply,
    Fin.sum_univ_three]
  ring

/-- The squared projections of a vector on an orthonormal frame add up to its squared length. -/
theorem frame_completeness {n s t : Vec} (h : IsFrame n s t) (a : Vec) :
    (a ⬝ᵥ n) ^ 2 + (a ⬝ᵥ s) ^ 2 + (a ⬝ᵥ t) ^ 2 = a ⬝ᵥ a := by
  have hsn : s ⬝ᵥ n = 0 := by rw [dotProduct_comm]; exact h.ns
  have htn : t ⬝ᵥ n = 0 := by rw [dotProduct_comm]; exact h.nt
  have hts : t ⬝ᵥ s = 0 := by rw [dotProduct_comm]; exact h.st
  -- orthonormal rows
  have hQ : Matrix.of ![n, s, t] * (Matrix.of ![n, s, t])ᵀ = 1 := by
    ext i j
    have e : (Matrix.of ![n, s, t] * (Matrix.of ![n, s, t])ᵀ) i j
        = (![n, s, t] i) ⬝ᵥ (![n, s, t] j) := rfl
    rw [e]
    fin_cases i <;> fin_cases j <;>
      simp [h.nn, h.ss, h.tt, h.ns, h.nt, h.st, hsn, htn, hts]
  -- hence orthonormal columns
  have hQ' := mul_eq_one_comm.mp hQ
  have key : ∀ i j, n i * n j + s i * s j + t i * t j
      = (1 : Matrix (Fin 3) (Fin 3) ℝ) i j := by
    intro i j
    have e := congrFun (congrFun hQ' i) j
    simpa [Matrix.mul_apply, Fin.sum_univ_three] using e
  have k00 := (key 0 0).trans (Matrix.one_apply_eq 0)
  have k11 := (key 1 1).trans (Matrix.one_apply_eq 1)
  have k22 := (key 2 2).trans (Matrix.one_apply_eq 2)
  have k01 := (key 0 1).trans (Matrix.one_apply_ne (by decide))
  have k02 := (key 0 2).trans (Matrix.one_apply_ne (by decide))
  have k12 := (key 1 2).trans (Matrix.one_apply_ne (by decide))
  simp only [dotProduct, Fin.sum_univ_three]
  linear_combination (a 0) ^ 2 * k00 + (a 1) ^ 2 * k11 + (a 2) ^ 2 * k22
    + 2 * a 0 * a 1 * k01 + 2 * a 0 * a 2 * k02 + 2 * a 1 * a 2 * k12

/-- A longitudinal wave along the unit vector `n` couples with strength `Ξd + Ξu (a·n)²`. -/
theorem longitudinal_coupling (Ξd Ξu : ℝ) (a : Vec) {n : Vec} (hn : n ⬝ᵥ n = 1) :
    coupling Ξd Ξu a n n = Ξd + Ξu * (a ⬝ᵥ n) ^ 2 := by
  rw [coupling_eq, hn]
  ring

/-- For a unit valley axis `a`, the squared couplings of two orthonormal transverse
polarisations add up to `Ξu² c² (1 - c²)` with `c = a·n`. -/
theorem transverse_coupling (Ξd Ξu : ℝ) {a n s t : Vec} (ha : a ⬝ᵥ a = 1)
    (h : IsFrame n s t) :
    coupling Ξd Ξu a n s ^ 2 + coupling Ξd Ξu a n t ^ 2
      = Ξu ^ 2 * (a ⬝ᵥ n) ^ 2 * (1 - (a ⬝ᵥ n) ^ 2) := by
  have P := frame_completeness h a
  rw [ha] at P
  rw [coupling_eq, coupling_eq, h.ns, h.nt]
  linear_combination Ξu ^ 2 * (a ⬝ᵥ n) ^ 2 * P

/-- For a unit valley axis, the summed squared transverse coupling is at most `Ξu²/4`; if
`Ξu ≠ 0`, this value is reached exactly when `(a·n)² = 1/2`. -/
theorem transverse_coupling_max (Ξd Ξu : ℝ) {a n s t : Vec} (ha : a ⬝ᵥ a = 1)
    (h : IsFrame n s t) :
    coupling Ξd Ξu a n s ^ 2 + coupling Ξd Ξu a n t ^ 2 ≤ Ξu ^ 2 / 4 ∧
    (Ξu ≠ 0 → (coupling Ξd Ξu a n s ^ 2 + coupling Ξd Ξu a n t ^ 2 = Ξu ^ 2 / 4 ↔
      (a ⬝ᵥ n) ^ 2 = 1 / 2)) := by
  rw [transverse_coupling Ξd Ξu ha h]
  refine ⟨by nlinarith [sq_nonneg (Ξu * ((a ⬝ᵥ n) ^ 2 - 1 / 2))], fun hΞ => ⟨fun e => ?_, fun e => ?_⟩⟩
  · -- the deficit is a perfect square
    have h0 : (Ξu * ((a ⬝ᵥ n) ^ 2 - 1 / 2)) ^ 2 = 0 := by linear_combination -e
    have h1 := (mul_eq_zero.mp (pow_eq_zero_iff (two_ne_zero)|>.mp h0)).resolve_left hΞ
    linarith
  · linear_combination (-Ξu ^ 2 * ((a ⬝ᵥ n) ^ 2 - 1 / 2)) * e

/-- If `e₁`, `e₂`, `a` form an orthonormal frame, then at every polar cosine in `[-1, 1]` and every
azimuth the radial, polar and azimuthal vectors built from them do so too. -/
theorem spherical_frame {e₁ e₂ a : Vec} (h : IsFrame e₁ e₂ a) {c : ℝ}
    (hc : c ∈ Set.Icc (-1 : ℝ) 1) (φ : ℝ) :
    IsFrame (direction e₁ e₂ a c φ)
      ((c * Real.cos φ) • e₁ + (c * Real.sin φ) • e₂ + (-Real.sqrt (1 - c ^ 2)) • a)
      ((-Real.sin φ) • e₁ + Real.cos φ • e₂) := by
  have h21 : e₂ ⬝ᵥ e₁ = 0 := by rw [dotProduct_comm]; exact h.ns
  have h31 : a ⬝ᵥ e₁ = 0 := by rw [dotProduct_comm]; exact h.nt
  have h32 : a ⬝ᵥ e₂ = 0 := by rw [dotProduct_comm]; exact h.st
  have hr : Real.sqrt (1 - c ^ 2) ^ 2 = 1 - c ^ 2 :=
    Real.sq_sqrt (by nlinarith [hc.1, hc.2])
  have hs := Real.sin_sq_add_cos_sq φ
  constructor <;> simp only [direction, dotProduct_add, add_dotProduct, dotProduct_smul,
    smul_dotProduct, smul_eq_mul, h.nn, h.ss, h.tt, h.ns, h.nt, h.st, h21, h31, h32]
  · linear_combination Real.sqrt (1 - c ^ 2) ^ 2 * hs + hr
  · linear_combination c ^ 2 * hs + hr
  · linear_combination hs
  · linear_combination Real.sqrt (1 - c ^ 2) * c * hs
  · ring
  · ring

/-- The sphere average of `p + q c² + r c⁴`, with `c` the polar cosine, is `p + q/3 + r/5`. -/
theorem sphereMean_quartic {f : ℝ → ℝ → ℝ} (p q r : ℝ)
    (h : ∀ c ∈ Set.Icc (-1 : ℝ) 1, ∀ φ, f c φ = p + q * c ^ 2 + r * c ^ 4) :
    sphereMean f = p + q / 3 + r / 5 := by
  have hd : ∀ x : ℝ, HasDerivAt (fun c : ℝ => p * c + q / 3 * c ^ 3 + r / 5 * c ^ 5)
      (p + q * x ^ 2 + r * x ^ 4) x := by
    intro x
    have h1 := (((hasDerivAt_id' x).const_mul p).fun_add
      ((hasDerivAt_pow 3 x).const_mul (q / 3))).fun_add
      ((hasDerivAt_pow 5 x).const_mul (r / 5))
    refine h1.congr_deriv ?_
    norm_num
    ring
  -- the polar integral does not depend on the azimuth
  have inner : ∀ φ, ∫ c in (-1 : ℝ)..1, f c φ = 2 * (p + q / 3 + r / 5) := by
    intro φ
    have e : ∫ c in (-1 : ℝ)..1, f c φ = ∫ c in (-1 : ℝ)..1, (p + q * c ^ 2 + r * c ^ 4) := by
      apply intervalIntegral.integral_congr
      intro c hc
      rw [Set.uIcc_of_le (by norm_num)] at hc
      exact h c hc φ
    rw [e, intervalIntegral.integral_eq_sub_of_hasDerivAt (fun x _ => hd x)
      (Continuous.intervalIntegrable (by fun_prop) _ _)]
    ring
  have hp : Real.pi * Real.pi⁻¹ = 1 := mul_inv_cancel₀ Real.pi_ne_zero
  simp only [sphereMean, inner, intervalIntegral.integral_const, smul_eq_mul, sub_zero]
  rw [one_div, mul_inv]
  linear_combination (p + q / 3 + r / 5) * hp

/-- Let the valley axis `a` be completed to an orthonormal frame `e₁`, `e₂`, `a`. Averaged over all
wave directions, the squared longitudinal coupling is `Ξd² + 2ΞdΞu/3 + Ξu²/5` and the summed squared
transverse coupling is `2Ξu²/15`, for any choice of orthonormal transverse polarisations `s`, `t` at
each direction. -/
theorem mean_squared_couplings (Ξd Ξu : ℝ) {e₁ e₂ a : Vec} (h : IsFrame e₁ e₂ a)
    (s t : ℝ → ℝ → Vec)
    (hst : ∀ c ∈ Set.Icc (-1 : ℝ) 1, ∀ φ,
      IsFrame (direction e₁ e₂ a c φ) (s c φ) (t c φ)) :
    sphereMean (fun c φ =>
        coupling Ξd Ξu a (direction e₁ e₂ a c φ) (direction e₁ e₂ a c φ) ^ 2)
      = Ξd ^ 2 + 2 * Ξd * Ξu / 3 + Ξu ^ 2 / 5 ∧
    sphereMean (fun c φ => coupling Ξd Ξu a (direction e₁ e₂ a c φ) (s c φ) ^ 2
        + coupling Ξd Ξu a (direction e₁ e₂ a c φ) (t c φ) ^ 2)
      = 2 * Ξu ^ 2 / 15 := by
  -- the polar cosine is the projection on the valley axis
  have hax : ∀ c φ, a ⬝ᵥ direction e₁ e₂ a c φ = c := by
    intro c φ
    have h31 : a ⬝ᵥ e₁ = 0 := by rw [dotProduct_comm]; exact h.nt
    have h32 : a ⬝ᵥ e₂ = 0 := by rw [dotProduct_comm]; exact h.st
    simp [direction, dotProduct_add, dotProduct_smul, h31, h32, h.tt]
  constructor
  · rw [sphereMean_quartic (Ξd ^ 2) (2 * Ξd * Ξu) (Ξu ^ 2)]
    intro c hc φ
    rw [longitudinal_coupling Ξd Ξu a (hst c hc φ).nn, hax]
    ring
  · rw [sphereMean_quartic 0 (Ξu ^ 2) (-Ξu ^ 2)]
    · ring
    · intro c hc φ
      rw [transverse_coupling Ξd Ξu h.tt (hst c hc φ), hax]
      ring

/-- The vectors `(1,2,2)/3`, `(2,1,-2)/3` and `(2,-2,1)/3` form an orthonormal frame. -/
theorem isFrame_witness :
    IsFrame ![1 / 3, 2 / 3, 2 / 3] ![2 / 3, 1 / 3, -2 / 3] ![2 / 3, -2 / 3, 1 / 3] := by
  constructor <;> norm_num [dotProduct, Fin.sum_univ_succ]

end

end ValleyDeformationPotential
```

```lean
#print axioms ValleyDeformationPotential.transverse_coupling_max
#print axioms ValleyDeformationPotential.spherical_frame
#print axioms ValleyDeformationPotential.mean_squared_couplings
```

```
'ValleyDeformationPotential.transverse_coupling_max' depends on axioms: [propext, Classical.choice, Quot.sound]
'ValleyDeformationPotential.spherical_frame' depends on axioms: [propext, Classical.choice, Quot.sound]
'ValleyDeformationPotential.mean_squared_couplings' depends on axioms: [propext, Classical.choice, Quot.sound]
```

## From the strain matrix to the angular laws

`coupling_eq` contracts the strain. Its `simp` call writes the trace and the matrix products as sums over three components, and `ring` identifies the two polynomials.

`frame_completeness` follows the argument with $Q$. The step `hQ` checks $QQ^T=1$ entry by entry from the frame conditions, and `mul_eq_one_comm` turns it into $Q^TQ=1$. The statement `key` reads off the components $n_in_j+s_is_j+t_it_j=\delta_{ij}$. The final `linear_combination` multiplies them by $a_ia_j$ and adds, with a factor 2 for each off-diagonal pair.

`longitudinal_coupling` then sets $u=n$. `transverse_coupling` removes the $\Xi_d$ terms by orthogonality and multiplies the completeness relation by $\Xi_u^2c^2$.

In `transverse_coupling_max`, the square $\left(\Xi_u(c^2-\tfrac12)\right)^2$ is the hint that lets `nlinarith` prove the bound. If the bound is attained, this square is zero, and $\Xi_u\neq0$ forces $c^2=\tfrac12$. The converse is a substitution.

## From the angular laws to the averages

`spherical_frame` verifies the six dot products of the radial, polar and azimuthal vectors, using $\sin^2\varphi+\cos^2\varphi=1$ and $\left(\sqrt{1-c^2}\right)^2=1-c^2$. It shows that the polarisations required by `mean_squared_couplings` exist for every valley frame. `isFrame_witness` gives a concrete frame tilted against all three coordinate axes.

`sphereMean_quartic` treats any function that equals $p+qc^2+rc^4$ for $c\in[-1,1]$; here $q$ is a coefficient, not the wave number. The step `hd` differentiates the antiderivative $pc+\tfrac q3c^3+\tfrac r5c^5$, and the fundamental theorem of calculus gives the polar integral $2(p+\tfrac q3+\tfrac r5)$. This is independent of $\varphi$, so the azimuthal integral contributes $2\pi$ and the prefactor $1/(4\pi)$ completes the mean.

In `mean_squared_couplings`, `hax` establishes $a\cdot n=c$. The angular laws then reduce both averages to this quartic: $(p,q,r)=(\Xi_d^2,\,2\Xi_d\Xi_u,\,\Xi_u^2)$ for the longitudinal wave and $(0,\,\Xi_u^2,\,-\Xi_u^2)$ for the transverse pair.
